# Integral errors grow by at most \(n/s\) (one-electron) and \(n^2/s^2\) (two-electron) in normalised orbitals when the overlap matrix has floor \(s>0\)

Take two normalised basis functions with overlap \(\sigma\), where \(0\le\sigma<1\). The overlap matrix has ones on the diagonal and \(\sigma\) off it, and its smaller eigenvalue is \(s=1-\sigma\). The normalised antibonding orbital has the coefficients

\[
c=\frac{1}{\sqrt{2(1-\sigma)}}\,(1,-1),
\]

which become large as the two functions become alike. Suppose that the one-electron integrals carry errors \(+\varepsilon\) on the diagonal and \(-\varepsilon\) off it. All four terms of \(\sum_{ij}c_ic_jd_{ij}\) then have the same sign, and the orbital's matrix element is wrong by

\[
\frac{4\varepsilon}{2(1-\sigma)}=\frac{2\varepsilon}{s}.
\]

At \(\sigma=0.99\) the error has grown 200-fold. Near linear dependence can make the coefficients of a normalised orbital large, and large coefficients can multiply integral errors. For \(n\) real basis functions, the theorems below bound this growth for one-electron matrix elements, for two-electron integrals and for the closed-shell energy at fixed orbitals.

## Overlap floor and normalisation

```lean
import Mathlib

open Matrix

namespace IntegralErrorPropagation

noncomputable section
```

These lines load the Mathlib library, switch on its matrix notation and open a namespace for the names that follow.

```lean
/-- The overlap matrix `S` has the floor `s`: `xᵀ S x ≥ s xᵀ x` for every real vector `x`. -/
def HasOverlapFloor {n : ℕ} (S : Matrix (Fin n) (Fin n) ℝ) (s : ℝ) : Prop :=
  ∀ x : Fin n → ℝ, s * (x ⬝ᵥ x) ≤ x ⬝ᵥ S *ᵥ x
```

`Fin n` is the set of \(n\) basis-function indices, so `Fin n → ℝ` is a real coefficient vector. The symbol `⬝ᵥ` is the dot product and `*ᵥ` is matrix times vector. The definition says

\[
s\,x^{T}x\le x^{T}Sx\quad\text{for every real }x .
\]

For a symmetric \(S\) this means that no eigenvalue lies below \(s\). For normalised basis functions, a positive \(s\) limits how close the basis comes to linear dependence: the squared norm of a combination is at least \(s\) times the sum of its squared coefficients. The error bounds below assume such an \(s\) and do not derive it from a particular basis.

```lean
/-- The orbital with coefficients `c` is normalised in the metric `S`: `cᵀ S c = 1`. -/
def IsNormalized {n : ℕ} (S : Matrix (Fin n) (Fin n) ℝ) (c : Fin n → ℝ) : Prop :=
  c ⬝ᵥ S *ᵥ c = 1
```

This is \(c^{T}Sc=1\), the usual normalisation of an orbital in a non-orthogonal basis.

## Integrals and energy over orbitals

```lean
/-- The one-electron matrix element between orbitals `a` and `b`, from integrals `d` over
basis functions. -/
def oneBody {n : ℕ} (d : Fin n → Fin n → ℝ) (a b : Fin n → ℝ) : ℝ :=
  ∑ i, ∑ j, a i * b j * d i j
```

For coefficient vectors \(a\) and \(b\), `oneBody d a b` is \(\sum_{ij}a_ib_jd_{ij}\). The expression is linear in \(d\). If \(d\) holds the errors of the integrals, it is therefore the error of the matrix element, and this is how the theorems use it.

```lean
/-- The two-electron integral `(ab|pq)` over orbitals, from integrals `g` over basis functions. -/
def twoBody {n : ℕ} (g : Fin n → Fin n → Fin n → Fin n → ℝ) (a b p q : Fin n → ℝ) : ℝ :=
  ∑ i, ∑ j, ∑ k, ∑ l, a i * b j * p k * q l * g i j k l
```

The two-electron version is \((ab|pq)=\sum_{ijkl}a_ib_jp_kq_l\,g_{ijkl}\), in the charge-density ordering common in chemistry. No permutational symmetry of \(g\) is required.

```lean
/-- The closed-shell energy `2 ∑ h_aa + ∑ (2 (aa|bb) - (ab|ab))` of `m` doubly occupied
real orbitals `C`. -/
def closedShellEnergy {n m : ℕ} (h : Fin n → Fin n → ℝ)
    (g : Fin n → Fin n → Fin n → Fin n → ℝ) (C : Fin m → Fin n → ℝ) : ℝ :=
  2 * ∑ a, oneBody h (C a) (C a) +
    ∑ a, ∑ b, (2 * twoBody g (C a) (C a) (C b) (C b) - twoBody g (C a) (C b) (C a) (C b))
```

Here `C a` is the coefficient vector of orbital number \(a\), so \(a\) and \(b\) now count orbitals. The energy of \(m\) doubly occupied orbitals is

\[
E=2\sum_a h_{aa}+\sum_{ab}\bigl[2(aa|bb)-(ab|ab)\bigr],
\]

without the nuclear repulsion. It has its usual physical meaning when the orbitals are orthonormal in \(S\), although the error bound will need only their normalisation.

```lean
/-- The orbital with all coefficients equal to `1 / √(n s)`, for `n > 0` and `s > 0`. -/
def uniformOrbital (n : ℕ) (s : ℝ) : Fin n → ℝ := fun _ => 1 / √(n * s)
```

This orbital has equal coefficients \(1/\sqrt{ns}\). It will serve as the worst case at the end.

## How large the coefficients can be

```lean
/-- The absolute coefficients of a normalised orbital satisfy `(∑ |c_i|)² ≤ n / s`. -/
theorem sum_abs_coeff_sq_le {n : ℕ} {S : Matrix (Fin n) (Fin n) ℝ} {s : ℝ} (hs : 0 < s)
    (hS : HasOverlapFloor S s) {c : Fin n → ℝ} (hc : IsNormalized S c) :
    (∑ i, |c i|) ^ 2 ≤ n / s := by
  have h1 : c ⬝ᵥ S *ᵥ c = 1 := hc
  have h2 : s * (c ⬝ᵥ c) ≤ c ⬝ᵥ S *ᵥ c := hS c
  have h3 : c ⬝ᵥ c = ∑ i, c i ^ 2 := by simp only [dotProduct, sq]
  rw [h1, h3] at h2
  -- Cauchy-Schwarz against the constant vector
  have h4 := sq_sum_le_card_mul_sum_sq (s := Finset.univ) (f := fun i => |c i|)
  simp only [sq_abs, Finset.card_univ, Fintype.card_fin] at h4
  rw [le_div_iff₀ hs]
  calc (∑ i, |c i|) ^ 2 * s ≤ (n * ∑ i, c i ^ 2) * s :=
        mul_le_mul_of_nonneg_right h4 hs.le
    _ = n * (s * ∑ i, c i ^ 2) := by ring
    _ ≤ n * 1 := mul_le_mul_of_nonneg_left h2 (Nat.cast_nonneg n)
    _ = n := mul_one _
```

The hypotheses are \(s>0\), the floor and the normalisation; the conclusion follows the final colon. By hand, the floor applied to \(c\) itself gives

\[
s\sum_i c_i^2\le c^{T}Sc=1 .
\]

Cauchy–Schwarz against the constant vector then gives

\[
\Bigl(\sum_i|c_i|\Bigr)^2\le n\sum_i c_i^2\le\frac ns .
\]

In the proof, `h2` is the first inequality and `h4` is Cauchy–Schwarz. The `calc` block chains them after both sides have been multiplied by \(s\).

## One-electron matrix elements

```lean
/-- Integral errors of at most `ε` change a one-electron matrix element between normalised
orbitals by at most `n ε / s`. -/
theorem oneBody_error {n : ℕ} {S : Matrix (Fin n) (Fin n) ℝ} {s ε : ℝ} (hs : 0 < s)
    (hS : HasOverlapFloor S s) {a b : Fin n → ℝ} (ha : IsNormalized S a)
    (hb : IsNormalized S b) {d : Fin n → Fin n → ℝ} (hd : ∀ i j, |d i j| ≤ ε) :
    |oneBody d a b| ≤ n * ε / s := by
  rcases n.eq_zero_or_pos with hn | hn
  · subst hn
    simp [oneBody]
  have hε : 0 ≤ ε := (abs_nonneg _).trans (hd ⟨0, hn⟩ ⟨0, hn⟩)
  have hA := sum_abs_coeff_sq_le hs hS ha
  have hB := sum_abs_coeff_sq_le hs hS hb
  have hAB : (∑ i, |a i|) * (∑ j, |b j|) ≤ n / s := by
    nlinarith [sq_nonneg ((∑ i, |a i|) - ∑ j, |b j|)]
  calc |oneBody d a b| ≤ ∑ i, |∑ j, a i * b j * d i j| := Finset.abs_sum_le_sum_abs _ _
    _ ≤ ∑ i, ∑ j, |a i * b j * d i j| :=
        Finset.sum_le_sum fun i _ => Finset.abs_sum_le_sum_abs _ _
    _ ≤ ∑ i, ∑ j, |a i| * |b j| * ε := by
        refine Finset.sum_le_sum fun i _ => Finset.sum_le_sum fun j _ => ?_
        rw [abs_mul, abs_mul]
        exact mul_le_mul_of_nonneg_left (hd i j) (by positivity)
    _ = (∑ i, |a i|) * (∑ j, |b j|) * ε := by
        simp only [← Finset.mul_sum, ← Finset.sum_mul]
    _ ≤ n / s * ε := mul_le_mul_of_nonneg_right hAB hε
    _ = n * ε / s := by ring
```

If every \(|d_{ij}|\le\varepsilon\), the matrix element between two normalised orbitals is wrong by at most \(n\varepsilon/s\). Write \(A=\sum_i|a_i|\) and \(B=\sum_j|b_j|\). The triangle inequality gives

\[
\Bigl|\sum_{ij}a_ib_jd_{ij}\Bigr|\le\sum_{ij}|a_i||b_j||d_{ij}|\le\varepsilon AB .
\]

From \((A-B)^2\ge0\) and the previous theorem,

\[
AB\le\tfrac12(A^2+B^2)\le\frac ns ,
\]

and the bound follows. Lean obtains the estimate of \(AB\), called `hAB`, with `nlinarith`, a tactic for nonlinear inequalities that is handed the square \((A-B)^2\) as a hint. The `calc` block is the triangle inequality, applied to one sum at a time. The last estimate needs \(\varepsilon\ge0\), which is read off from one of the error bounds. An empty basis has no such bound to read, so \(n=0\) is treated first.

## Two-electron integrals in two passes

```lean
/-- The two-electron transformation is a one-electron transformation of the second index pair
followed by one of the first. -/
theorem twoBody_eq {n : ℕ} (g : Fin n → Fin n → Fin n → Fin n → ℝ) (a b p q : Fin n → ℝ) :
    twoBody g a b p q = oneBody (fun i j => oneBody (g i j) p q) a b := by
  simp only [twoBody, oneBody, Finset.mul_sum]
  exact Finset.sum_congr rfl fun i _ => Finset.sum_congr rfl fun j _ =>
    Finset.sum_congr rfl fun k _ => Finset.sum_congr rfl fun l _ => by ring
```

This is a regrouping of the fourfold sum:

\[
\sum_{ijkl}a_ib_jp_kq_l\,g_{ijkl}=\sum_{ij}a_ib_j\Bigl(\sum_{kl}p_kq_l\,g_{ijkl}\Bigr).
\]

The proof moves the factors inside the sums and compares them term by term. A standard algorithm for transforming four-index integrals from basis functions to orbitals uses the same regrouping and goes one step further, transforming one index at a time. For a full set of about \(n\) orbitals, this lowers the cost from order \(n^8\) for the direct sum to order \(n^5\).

```lean
/-- Integral errors of at most `ε` change a two-electron integral over normalised orbitals
by at most `n² ε / s²`. -/
theorem twoBody_error {n : ℕ} {S : Matrix (Fin n) (Fin n) ℝ} {s ε : ℝ} (hs : 0 < s)
    (hS : HasOverlapFloor S s) {a b p q : Fin n → ℝ} (ha : IsNormalized S a)
    (hb : IsNormalized S b) (hp : IsNormalized S p) (hq : IsNormalized S q)
    {g : Fin n → Fin n → Fin n → Fin n → ℝ} (hg : ∀ i j k l, |g i j k l| ≤ ε) :
    |twoBody g a b p q| ≤ n ^ 2 * ε / s ^ 2 := by
  rw [twoBody_eq]
  -- the half-transformed integrals carry errors of at most `n ε / s`
  have h := oneBody_error hs hS ha hb fun i j => oneBody_error hs hS hp hq (hg i j)
  calc _ ≤ n * (n * ε / s) / s := h
    _ = n ^ 2 * ε / s ^ 2 := by ring
```

The inner sum is a one-electron transformation for each fixed pair \(i,j\), so the half-transformed integrals carry errors of at most \(n\varepsilon/s\). The outer sum is another such transformation, with \(n\varepsilon/s\) in place of \(\varepsilon\):

\[
|\Delta(ab|pq)|\le\frac ns\cdot\frac{n\varepsilon}{s}=\frac{n^2\varepsilon}{s^2}.
\]

The line that defines `h` does exactly this, with one use of `oneBody_error` inside another. The four orbitals may differ or coincide.

In an actual calculation, \(\varepsilon\) can be the threshold below which integrals are skipped, since a skipped integral is wrong by no more than its own size. With \(n=100\), \(s=10^{-2}\) and \(\varepsilon=10^{-10}\) hartree, the bounds are \(10^{-6}\) hartree for a one-electron element and \(10^{-2}\) hartree for a two-electron integral. These are worst cases; when the terms of the sum, coefficients included, have mixed signs, they partly cancel.

Many programs also remove the eigenvectors of \(S\) whose eigenvalues fall below a cutoff. The theorem asks for the floor on all vectors, whereas the argument by hand uses it only at the orbitals themselves, so the same reasoning applies to orbitals in the retained space with the cutoff as \(s\).

## The closed-shell energy at fixed orbitals

```lean
/-- At fixed normalised orbitals, integral errors of at most `ε` change the closed-shell energy
of `m` electron pairs by at most `2 m n ε / s + m (3 m - 2) n² ε / s²`. -/
theorem closedShellEnergy_error {n m : ℕ} {S : Matrix (Fin n) (Fin n) ℝ} {s ε : ℝ}
    (hs : 0 < s) (hS : HasOverlapFloor S s) {C : Fin m → Fin n → ℝ}
    (hC : ∀ a, IsNormalized S (C a)) {h h' : Fin n → Fin n → ℝ}
    {g g' : Fin n → Fin n → Fin n → Fin n → ℝ} (hh : ∀ i j, |h' i j - h i j| ≤ ε)
    (hg : ∀ i j k l, |g' i j k l - g i j k l| ≤ ε) :
    |closedShellEnergy h' g' C - closedShellEnergy h g C| ≤
      2 * m * (n * ε / s) + m * (3 * m - 2) * (n ^ 2 * ε / s ^ 2) := by
  -- the energy is linear in the integrals
  have hlin : closedShellEnergy h' g' C - closedShellEnergy h g C =
      closedShellEnergy (fun i j => h' i j - h i j)
        (fun i j k l => g' i j k l - g i j k l) C := by
    simp only [closedShellEnergy, oneBody, twoBody, mul_sub, Finset.sum_sub_distrib]
    ring
  rw [hlin, closedShellEnergy]
  have h1 : |∑ a, oneBody (fun i j => h' i j - h i j) (C a) (C a)| ≤ m * (n * ε / s) := by
    refine (Finset.abs_sum_le_sum_abs _ _).trans
      ((Finset.sum_le_sum fun a _ => oneBody_error hs hS (hC a) (hC a) hh).trans_eq ?_)
    simp only [Finset.sum_const, Finset.card_univ, Fintype.card_fin, nsmul_eq_mul]
  have h2 : |∑ a, ∑ b, (2 * twoBody (fun i j k l => g' i j k l - g i j k l)
        (C a) (C a) (C b) (C b) - twoBody (fun i j k l => g' i j k l - g i j k l)
        (C a) (C b) (C a) (C b))| ≤ m * (3 * m - 2) * (n ^ 2 * ε / s ^ 2) := by
    calc _ ≤ ∑ a : Fin m, ∑ b : Fin m,
          (3 - if a = b then (2 : ℝ) else 0) * (n ^ 2 * ε / s ^ 2) := by
          refine (Finset.abs_sum_le_sum_abs _ _).trans (Finset.sum_le_sum fun a _ =>
            (Finset.abs_sum_le_sum_abs _ _).trans (Finset.sum_le_sum fun b _ => ?_))
          have hJ := abs_le.mp (twoBody_error hs hS (hC a) (hC a) (hC b) (hC b) hg)
          have hK := abs_le.mp (twoBody_error hs hS (hC a) (hC b) (hC a) (hC b) hg)
          by_cases hab : a = b
          · -- for equal orbitals exchange cancels half of the Coulomb term
            subst hab
            rw [if_pos rfl, abs_le]
            constructor <;> linarith [hJ.1, hJ.2]
          · rw [if_neg hab, abs_le]
            constructor <;> linarith [hJ.1, hJ.2, hK.1, hK.2]
      _ = m * (3 * m - 2) * (n ^ 2 * ε / s ^ 2) := by
          simp only [← Finset.sum_mul, Finset.sum_sub_distrib, Finset.sum_ite_eq,
            Finset.mem_univ, if_true, Finset.sum_const, Finset.card_univ, Fintype.card_fin,
            nsmul_eq_mul]
          ring
  rw [abs_le] at h1 h2 ⊢
  constructor <;> linarith [h1.1, h1.2, h2.1, h2.2]
```

The primed integrals are the approximate ones. Both kinds of integral are allowed the same error \(\varepsilon\), while the overlap matrix and the orbitals are the same in both energies. Because the energy is linear in the integrals, its error is the energy expression evaluated with the integral errors. There are three contributions:

- The \(m\) one-electron terms, each with weight 2, give at most \(2m\cdot n\varepsilon/s\).
- Each of the \(m(m-1)\) ordered pairs with \(a\ne b\) contributes two Coulomb errors and one exchange error, at most \(3n^2\varepsilon/s^2\).
- For each of the \(m\) pairs with \(a=b\), the two integrals are the same, so \(2(aa|aa)-(aa|aa)=(aa|aa)\) contributes at most \(n^2\varepsilon/s^2\).

The two-electron count is \(3m(m-1)+m=m(3m-2)\), and therefore

\[
|\Delta E|\le 2m\,\frac{n\varepsilon}{s}+m(3m-2)\,\frac{n^2\varepsilon}{s^2}.
\]

In Lean, `hlin` is the linearity, `h1` the one-electron part and `h2` the two-electron part. The weight `3 - if a = b then (2 : ℝ) else 0` is 3 off the diagonal and 1 on it. The command `by_cases` separates the two situations, and `linarith` combines the linear inequalities in each.

For a closed-shell Hartree–Fock calculation with real orbitals in a finite real basis, this gives a guaranteed limit on the effect of approximate integrals before the orbitals respond to them. The response of the orbitals is a further question, but a short argument by hand settles it for the lowest energy: the limit is the same for every set of orthonormal orbitals, so the minima of the two energy functionals over such sets differ by no more than this limit either.

## A case in which both integral bounds are reached

```lean
/-- For the overlap matrix `s · 1`, the uniform orbital and integral errors all equal to `ε`,
the one- and two-electron errors are exactly `n ε / s` and `n² ε / s²`. -/
theorem error_bounds_attained {n : ℕ} (hn : 0 < n) {s : ℝ} (hs : 0 < s) (ε : ℝ) :
    HasOverlapFloor (s • (1 : Matrix (Fin n) (Fin n) ℝ)) s ∧
    IsNormalized (s • (1 : Matrix (Fin n) (Fin n) ℝ)) (uniformOrbital n s) ∧
    oneBody (fun _ _ => ε) (uniformOrbital n s) (uniformOrbital n s) = n * ε / s ∧
    twoBody (fun _ _ _ _ => ε) (uniformOrbital n s) (uniformOrbital n s)
      (uniformOrbital n s) (uniformOrbital n s) = n ^ 2 * ε / s ^ 2 := by
  have hn' : (0 : ℝ) < n := by exact_mod_cast hn
  have hq : 1 / √(n * s) * (1 / √(n * s)) = 1 / (n * s) := by
    rw [div_mul_div_comm, Real.mul_self_sqrt (by positivity), one_mul]
  have key : ∀ x : Fin n → ℝ,
      x ⬝ᵥ (s • (1 : Matrix (Fin n) (Fin n) ℝ)) *ᵥ x = s * (x ⬝ᵥ x) := by
    intro x
    rw [Matrix.smul_mulVec, Matrix.one_mulVec, dotProduct_smul, smul_eq_mul]
  have h1 : ∀ e : ℝ,
      oneBody (fun _ _ => e) (uniformOrbital n s) (uniformOrbital n s) = n * e / s := by
    intro e
    simp only [oneBody, uniformOrbital, hq, Finset.sum_const, Finset.card_univ,
      Fintype.card_fin, nsmul_eq_mul]
    field_simp
  refine ⟨fun x => (key x).ge, ?_, h1 ε, ?_⟩
  · rw [IsNormalized, key]
    simp only [dotProduct, uniformOrbital, hq, Finset.sum_const, Finset.card_univ,
      Fintype.card_fin, nsmul_eq_mul]
    field_simp
  · simp only [twoBody_eq, h1]
    ring

end

end IntegralErrorPropagation
```

The symbol `∧` means "and", so the theorem makes four statements about \(S=s\cdot1\), a basis of orthogonal functions with squared norm \(s\). The floor holds with equality, because \(x^{T}Sx=s\,x^{T}x\). The uniform orbital is normalised, because \(s\cdot n\cdot\frac{1}{ns}=1\). With every integral error equal to \(\varepsilon\), the two sums are

\[
n^2\cdot\frac{\varepsilon}{ns}=\frac{n\varepsilon}{s},\qquad
n^4\cdot\frac{\varepsilon}{(ns)^2}=\frac{n^2\varepsilon}{s^2}.
\]

For \(\varepsilon\ge0\) these are exactly the upper bounds, so neither can be improved for general \(S\), \(n\ge1\) and \(s>0\). No such equality is stated for the energy. When \(s<1\), the basis functions here are not normalised, and the floor is small because of their scale, not because of near linear dependence. Normalised functions can reach the one-electron bound too: the example at the beginning has \(n=2\) and the error \(2\varepsilon/s\).

In the proof, `key` evaluates \(x^{T}Sx\) and `h1` evaluates the one-electron sum for an arbitrary constant error. The two-electron value comes from using `h1` twice, again through the regrouping in `twoBody_eq`.

```lean
#print axioms IntegralErrorPropagation.oneBody_error
-- 'IntegralErrorPropagation.oneBody_error' depends on axioms: [propext, Classical.choice, Quot.sound]
#print axioms IntegralErrorPropagation.closedShellEnergy_error
-- 'IntegralErrorPropagation.closedShellEnergy_error' depends on axioms: [propext, Classical.choice, Quot.sound]
#print axioms IntegralErrorPropagation.error_bounds_attained
-- 'IntegralErrorPropagation.error_bounds_attained' depends on axioms: [propext, Classical.choice, Quot.sound]
```
